# Strong enough shear strain merges the two on-axis valleys of a two-band model near X

In a two-band model near the X point, with ħ = 1, the lower band on the axis kx = ky = 0 has energy kz²/(2ml) − √((k0 kz/ml)² + s²), where ml and k0 are positive and the shear energy s has any sign. The theorem `axis_minima` finds the points of lowest energy on that axis in terms of the dimensionless strain h = s ml/k0². For |h| < 1 they are the solutions of kz² = k0²(1 − h²), and for |h| ≥ 1 the only one is kz = 0. The proof uses an earlier lemma, by which the energy is lower exactly when the square root, half the band splitting, is closer to k0²/ml. That value is attained when |h| < 1, while for |h| ≥ 1 the half-splitting is never less than |s| ≥ k0²/ml, so it comes closest at kz = 0.

The first attempt, which Lean rejects:

```lean
import Mathlib

open Topology

namespace AxisMinima

noncomputable section

/-- Constants of the two-band model near X: longitudinal mass `ml`, transverse mass `mt`,
band-coupling mass `M` and wave number `k0`, all positive, and a shear energy `s` of any sign. -/
structure Band where
  (ml mt M k0 s : ℝ)
  ml_pos : 0 < ml
  mt_pos : 0 < mt
  M_pos : 0 < M
  k0_pos : 0 < k0

/-- Half the energy splitting of the two bands at wave vector `(kx, ky, kz)`. -/
def Band.halfSplit (v : Band) (kx ky kz : ℝ) : ℝ :=
  √((v.k0 * kz / v.ml) ^ 2 + (v.s - kx * ky / v.M) ^ 2)

/-- Energy of the lower band. -/
def Band.energy (v : Band) (kx ky kz : ℝ) : ℝ :=
  kz ^ 2 / (2 * v.ml) + (kx ^ 2 + ky ^ 2) / (2 * v.mt) - v.halfSplit kx ky kz

/-- The dimensionless shear strain `h = s ml / k0²`. -/
def Band.h (v : Band) : ℝ := v.s * v.ml / v.k0 ^ 2

/-- On the axis `kx = ky = 0` the squared half-splitting is `(k0 kz / ml)² + s²`. -/
theorem halfSplit_sq (v : Band) (kz : ℝ) :
    v.halfSplit 0 0 kz ^ 2 = (v.k0 * kz / v.ml) ^ 2 + v.s ^ 2 := by
  unfold Band.halfSplit
  rw [Real.sq_sqrt (by positivity)]
  ring

/-- On the axis `kx = ky = 0`, the energy is lower exactly when the half-splitting
is closer to `k0² / ml`. -/
theorem axis_energy_le_iff (v : Band) (p q : ℝ) :
    v.energy 0 0 p ≤ v.energy 0 0 q ↔
      (v.halfSplit 0 0 p - v.k0 ^ 2 / v.ml) ^ 2 ≤
        (v.halfSplit 0 0 q - v.k0 ^ 2 / v.ml) ^ 2 := by
  have hl := v.ml_pos
  have hk := v.k0_pos
  have hc : 0 < v.ml / (2 * v.k0 ^ 2) := by positivity
  -- complete the square in the half-splitting
  have key : ∀ z, v.energy 0 0 z = v.ml / (2 * v.k0 ^ 2) *
      (v.halfSplit 0 0 z - v.k0 ^ 2 / v.ml) ^ 2
        - v.ml / (2 * v.k0 ^ 2) * ((v.k0 ^ 2 / v.ml) ^ 2 + v.s ^ 2) := by
    intro z
    have h1 : z ^ 2 / (2 * v.ml) =
        v.ml / (2 * v.k0 ^ 2) * (v.halfSplit 0 0 z ^ 2 - v.s ^ 2) := by
      rw [halfSplit_sq, add_sub_cancel_right]
      field_simp
    have h2 : v.ml / (2 * v.k0 ^ 2) * (2 * (v.k0 ^ 2 / v.ml)) = 1 := by field_simp
    have h3 : v.energy 0 0 z = z ^ 2 / (2 * v.ml) - v.halfSplit 0 0 z := by
      simp [Band.energy]
    rw [h3, h1]
    linear_combination v.halfSplit 0 0 z * h2
  rw [key p, key q]
  exact ⟨fun h => le_of_mul_le_mul_left (by linarith) hc,
    fun h => by linarith [mul_le_mul_of_nonneg_left h hc.le]⟩

/-- On the axis `kx = ky = 0`, the half-splitting equals `k0² / ml` exactly when
`kz² = k0² (1 - h²)`. -/
theorem halfSplit_eq_iff (v : Band) (kz : ℝ) :
    v.halfSplit 0 0 kz = v.k0 ^ 2 / v.ml ↔ kz ^ 2 = v.k0 ^ 2 * (1 - v.h ^ 2) := by
  have hl := v.ml_pos
  have hk := v.k0_pos
  have hid : kz ^ 2 - v.k0 ^ 2 * (1 - v.h ^ 2) =
      (v.ml / v.k0) ^ 2 * (v.halfSplit 0 0 kz ^ 2 - (v.k0 ^ 2 / v.ml) ^ 2) := by
    rw [halfSplit_sq, Band.h]
    field_simp
    ring
  constructor
  · intro h
    rw [h, sub_self, mul_zero] at hid
    linarith
  · intro h
    rw [h, sub_self] at hid
    have hne : (v.ml / v.k0) ^ 2 ≠ 0 := by positivity
    have h0 := (mul_eq_zero.1 hid.symm).resolve_left hne
    exact (sq_eq_sq₀ (Real.sqrt_nonneg _) (by positivity)).1 (sub_eq_zero.1 h0)

/-- The global minima on the axis `kx = ky = 0` are the points `kz² = k0² (1 - h²)` for
`|h| < 1`, and the single point `kz = 0` for `|h| ≥ 1`. -/
theorem axis_minima (v : Band) (kz : ℝ) :
    (|v.h| < 1 → ((∀ q, v.energy 0 0 kz ≤ v.energy 0 0 q) ↔
      kz ^ 2 = v.k0 ^ 2 * (1 - v.h ^ 2))) ∧
    (1 ≤ |v.h| → ((∀ q, v.energy 0 0 kz ≤ v.energy 0 0 q) ↔ kz = 0)) := by
  have hl := v.ml_pos
  have hk := v.k0_pos
  simp only [axis_energy_le_iff]
  constructor
  · intro hh
    rw [← halfSplit_eq_iff]
    constructor
    · intro h
      -- compare with a point where the square vanishes
      have hpos : 0 ≤ v.k0 ^ 2 * (1 - v.h ^ 2) :=
        mul_nonneg (by positivity) (sub_nonneg.2 ((sq_lt_one_iff_abs_lt_one _).2 hh).le)
      have h1 := h (√(v.k0 ^ 2 * (1 - v.h ^ 2)))
      rw [(halfSplit_eq_iff v _).2 (Real.sq_sqrt hpos), sub_self] at h1
      have h2 : (v.halfSplit 0 0 kz - v.k0 ^ 2 / v.ml) ^ 2 = 0 :=
        le_antisymm (by linarith) (sq_nonneg _)
      exact sub_eq_zero.1 ((pow_eq_zero_iff two_ne_zero).1 h2)
    · intro h q
      rw [h, sub_self, zero_pow two_ne_zero]
      exact sq_nonneg _
  · intro hh
    -- now the half-splitting never falls below `|s| ≥ k0² / ml`
    have hs : v.k0 ^ 2 / v.ml ≤ |v.s| := by
      rw [Band.h, abs_div, abs_mul, abs_of_pos hl, abs_of_pos (pow_pos hk 2),
        le_div_iff₀ (pow_pos hk 2), one_mul] at hh
      rwa [div_le_iff₀ hl]
    have hD : ∀ q, |v.s| ≤ v.halfSplit 0 0 q := fun q =>
      abs_le_of_sq_le_sq (by rw [halfSplit_sq]; linarith [sq_nonneg (v.k0 * q / v.ml)])
        (Real.sqrt_nonneg _) |> abs_le.2
    have hD0 : v.halfSplit 0 0 0 = |v.s| := by
      simp [Band.halfSplit, Real.sqrt_sq_eq_abs]
    constructor
    · intro h
      have h1 := h 0
      rw [hD0] at h1
      have h2 := (sq_le_sq₀ (by linarith [hD kz]) (by linarith)).1 h1
      have h3 : v.halfSplit 0 0 kz = |v.s| := le_antisymm (by linarith) (hD kz)
      have h4 := halfSplit_sq v kz
      rw [h3, sq_abs] at h4
      have h5 : v.k0 * kz / v.ml = 0 := (pow_eq_zero_iff two_ne_zero).1 (by linarith)
      simpa [hk.ne', hl.ne'] using h5
    · rintro rfl q
      rw [hD0]
      exact pow_le_pow_left₀ (by linarith) (by linarith [hD q]) 2

end

end AxisMinima
```

Messages:

```
Main.lean:116:6: error: Application type mismatch: The argument
  abs_le_of_sq_le_sq ?m.462 (Real.sqrt_nonneg ?m.463)
has type
  |?m.460| ≤ √?m.463
but is expected to have type
  -v.halfSplit 0 0 q ≤ v.s ∧ v.s ≤ v.halfSplit 0 0 q
in the application
  abs_le.mpr (abs_le_of_sq_le_sq ?m.462 (Real.sqrt_nonneg ?m.463))
Main.lean:116:48: error: linarith failed to find a contradiction
v : Band
kz : ℝ
hl : 0 < v.ml
hk : 0 < v.k0
hh : 1 ≤ |v.h|
hs : v.k0 ^ 2 / v.ml ≤ |v.s|
q : ℝ
a✝ : √?m.463 ^ 2 < (Band.k0 ?v * ?kz / Band.ml ?v) ^ 2 + Band.s ?v ^ 2
⊢ False
failed
Error in Linarith.normalizeDenominatorsLHS: Expr.rewrite may not produce subgoals.
```

What went wrong. Both errors come from the proof of `hD`, the bound |s| ≤ half-splitting. `abs_le_of_sq_le_sq` already concludes `|a| ≤ b`, but the attempt pipes its result into `abs_le.2`, which produces `|a| ≤ b` from the pair `-b ≤ a ∧ a ≤ b`. The first message reports this mismatch.

The second error follows from the first. Because the application did not fit, `a` and `b` were never identified with `v.s` and the half-splitting, and the inner `by` block ran on a goal with unknowns in it. There `rw [halfSplit_sq]` matched the unknown `a ^ 2` on the left, instead of the squared half-splitting meant to stand on the right. `linarith` was left with an inequality still containing unknowns, and failed.

The repair drops `abs_le.2`, so the lemma's conclusion is used as it stands. It also states the squared inequality in full as `h1`, so the rewrite acts on the right-hand side and `linarith` only needs a square to be nonnegative. Replacing `fun q =>` by `intro q` is mere tidying.

Fix (accepted with no message):

```diff
@@ -113,7 +113,10 @@
         le_div_iff₀ (pow_pos hk 2), one_mul] at hh
       rwa [div_le_iff₀ hl]
-    have hD : ∀ q, |v.s| ≤ v.halfSplit 0 0 q := fun q =>
-      abs_le_of_sq_le_sq (by rw [halfSplit_sq]; linarith [sq_nonneg (v.k0 * q / v.ml)])
-        (Real.sqrt_nonneg _) |> abs_le.2
+    have hD : ∀ q, |v.s| ≤ v.halfSplit 0 0 q := by
+      intro q
+      have h1 : v.s ^ 2 ≤ v.halfSplit 0 0 q ^ 2 := by
+        rw [halfSplit_sq]
+        linarith [sq_nonneg (v.k0 * q / v.ml)]
+      exact abs_le_of_sq_le_sq h1 (Real.sqrt_nonneg _)
     have hD0 : v.halfSplit 0 0 0 = |v.s| := by
       simp [Band.halfSplit, Real.sqrt_sq_eq_abs]
```
